# With orthonormal core states, the orthogonalised-plane-wave overlap is positive semidefinite, and singular exactly when a nontrivial combination of the waves lies in the core span

Before a Cholesky factorisation can turn the generalised eigenproblem H a = E S a into an ordinary one, the overlap matrix S has to be positive definite. For a finite set of plane waves orthogonalised to a fixed, orthonormal core, the parts below determine when S fails this condition.

The space is ℂⁿ with its standard inner product. The finite type `n` labels an orthonormal basis, `c` labels the core states and `k` labels the waves, with `k` finite from part (c) on. The core states are the columns of C, and the waves are the columns of K. In Lean, `ᴴ` is the conjugate transpose, `*ᵥ` applies a matrix to a vector, and `⬝ᵥ` is a dot product without conjugation, so inner products carry an explicit `star`.

```lean
import Mathlib

open Matrix
open scoped ComplexOrder

namespace OrthogonalisedPlaneWaves

variable {n c k : Type*} [Fintype n] [Fintype c]
```

Subtracting from each wave its core components gives the orthogonalised waves, the columns of

W = K − C(CᴴK).

```lean
/-- For orthonormal core states, the orthogonalised plane waves: from each column of `K` its
components along the core states, the columns of `C`, are subtracted. -/
def opw (C : Matrix n c ℂ) (K : Matrix n k ℂ) : Matrix n k ℂ :=
  K - C * (Cᴴ * K)
```

The overlap is defined directly from K and C:

S = KᴴK − (CᴴK)ᴴ(CᴴK).

```lean
/-- For orthonormal core states, the columns of `C`, the orthogonalised-plane-wave overlap: the
overlap of the plane waves minus the contribution of their core components. -/
def opwOverlap (C : Matrix n c ℂ) (K : Matrix n k ℂ) : Matrix k k ℂ :=
  Kᴴ * K - (Cᴴ * K)ᴴ * (Cᴴ * K)
```

Every general statement below assumes `hC : Cᴴ * C = 1`, which says that the core states are orthonormal. This stands for a frozen core, supplied from outside and already orthonormalised; no Hamiltonian enters, and the core states need not be eigenstates of anything. The matrix K is arbitrary: its columns need be neither true plane waves, nor normalised, nor independent.

## (a) Orthogonality to the core

Show that every orthogonalised wave is orthogonal to every core state:

CᴴW = 0.

**Solution.** Multiply out and use CᴴC = 1:

CᴴW = CᴴK − (CᴴC)(CᴴK) = CᴴK − CᴴK = 0.

The Lean proof makes the same rewrites, regrouping the product so that `hC` applies.

```lean
/-- For orthonormal core states, every orthogonalised plane wave is orthogonal to every
core state. -/
theorem core_orthogonal [DecidableEq c] {C : Matrix n c ℂ} (hC : Cᴴ * C = 1)
    (K : Matrix n k ℂ) : Cᴴ * opw C K = 0 := by
  rw [opw, Matrix.mul_sub, ← Matrix.mul_assoc Cᴴ C, hC, Matrix.one_mul, sub_self]
```

## (b) The inner products of the orthogonalised waves

Show that S collects the inner products of the columns of W:

WᴴW = S.

**Solution.** The adjoint is Wᴴ = Kᴴ − (CᴴK)ᴴCᴴ. Hence

WᴴW = KᴴW − (CᴴK)ᴴ(CᴴW) = KᴴW,

because the second term vanishes by (a). Expanding W and using KᴴC = (CᴴK)ᴴ,

KᴴW = KᴴK − KᴴC(CᴴK) = KᴴK − (CᴴK)ᴴ(CᴴK) = S.

In the code, `hstar` is the formula for Wᴴ, and `core_orthogonal` removes the second term.

```lean
/-- For orthonormal core states, the matrix of inner products of the orthogonalised plane
waves is the orthogonalised-plane-wave overlap. -/
theorem gram_eq_opwOverlap [DecidableEq c] {C : Matrix n c ℂ} (hC : Cᴴ * C = 1)
    (K : Matrix n k ℂ) : (opw C K)ᴴ * opw C K = opwOverlap C K := by
  have hstar : (opw C K)ᴴ = Kᴴ - (Cᴴ * K)ᴴ * Cᴴ := by
    rw [opw, conjTranspose_sub, conjTranspose_mul C]
  -- the core part of the left factor meets a core-orthogonal vector and drops out
  rw [hstar, Matrix.sub_mul, Matrix.mul_assoc (Cᴴ * K)ᴴ, core_orthogonal hC,
    Matrix.mul_zero, sub_zero, opw, opwOverlap, Matrix.mul_sub, conjTranspose_mul,
    conjTranspose_conjTranspose, Matrix.mul_assoc Kᴴ C]
```

## (c) Null vectors of the overlap

Show that a coefficient vector a is a null vector of S exactly when K a is a combination of core states:

S a = 0 ⇔ K a = C b for some b.

**Solution.** If S a = 0, then by (b)

0 = aᴴS a = aᴴWᴴW a = ‖W a‖²,

so W a = 0. Conversely, W a = 0 gives S a = Wᴴ(W a) = 0. It remains to decide when

W a = K a − C(CᴴK a)

vanishes. If it does, K a = C b with b = CᴴK a. If instead K a = C b for some b, then CᴴK a = CᴴC b = b, and W a = C b − C b = 0.

Mathlib's `conjTranspose_mul_self_mulVec_eq_zero` supplies the equivalence of S a = 0 and W a = 0. The two branches after `constructor` are the two directions of the last step.

```lean
variable [Fintype k]

/-- For orthonormal core states, a coefficient vector `a` is a null vector of the overlap
exactly when the wave `K a` is a combination of core states. -/
theorem overlap_null_iff [DecidableEq c] {C : Matrix n c ℂ} (hC : Cᴴ * C = 1)
    (K : Matrix n k ℂ) (a : k → ℂ) :
    opwOverlap C K *ᵥ a = 0 ↔ ∃ b : c → ℂ, K *ᵥ a = C *ᵥ b := by
  have hopw : opw C K *ᵥ a = K *ᵥ a - C *ᵥ (Cᴴ *ᵥ (K *ᵥ a)) := by
    rw [opw, Matrix.sub_mulVec, ← Matrix.mulVec_mulVec, ← Matrix.mulVec_mulVec]
  -- a null vector of a Gram matrix is a vanishing combination of its vectors
  rw [← gram_eq_opwOverlap hC, Matrix.conjTranspose_mul_self_mulVec_eq_zero, hopw]
  constructor
  · intro h
    exact ⟨_, sub_eq_zero.mp h⟩
  · rintro ⟨b, hb⟩
    have hb' : Cᴴ *ᵥ (C *ᵥ b) = b := by
      rw [Matrix.mulVec_mulVec, hC, Matrix.one_mulVec]
    rw [hb, hb', sub_self]
```

## (d) Positivity and the singular case

Show that S is positive semidefinite, and that

det S = 0 ⇔ there are a ≠ 0 and b with K a = C b.

**Solution.** By (b), S = WᴴW is Hermitian, and aᴴS a = ‖W a‖² ≥ 0 for every a. A square matrix has zero determinant exactly when it has a nonzero null vector, and (c) says what the null vectors of S are.

The condition a ≠ 0 concerns the coefficients, not the vector K a. The criterion therefore covers two failures: linearly dependent waves, where K a = 0 and b = 0, and a combination of waves that reproduces a nonzero core vector.

`PosSemidef` contains both Hermiticity and the inequality. The determinant step is `exists_mulVec_eq_zero_iff`.

```lean
/-- For orthonormal core states, the orthogonalised-plane-wave overlap is positive semidefinite, and
it is singular exactly when some nonzero coefficient vector `a` gives a combination `K a` of the
plane waves that lies in the span of the core states. -/
theorem opwOverlap_posSemidef_and_singular_iff [DecidableEq c] [DecidableEq k]
    {C : Matrix n c ℂ} (hC : Cᴴ * C = 1) (K : Matrix n k ℂ) :
    (opwOverlap C K).PosSemidef ∧
      ((opwOverlap C K).det = 0 ↔
        ∃ a : k → ℂ, a ≠ 0 ∧ ∃ b : c → ℂ, K *ᵥ a = C *ᵥ b) := by
  constructor
  · rw [← gram_eq_opwOverlap hC]
    exact Matrix.posSemidef_conjTranspose_mul_self _
  · rw [← Matrix.exists_mulVec_eq_zero_iff]
    simp only [overlap_null_iff hC]
```

## (e) Distance from a wave to a core vector

Show that for all a and b

‖K a − C b‖² = aᴴS a + ‖b − CᴴK a‖².

**Solution.** Put d = b − CᴴK a. Then

K a − C b = W a − C d,

and the squared norm expands to

aᴴWᴴW a − aᴴWᴴC d − dᴴCᴴW a + dᴴCᴴC d.

The cross terms vanish by (a) and its adjoint, WᴴC = 0. The first term is aᴴS a by (b), and the last is dᴴd.

Choosing b = CᴴK a makes the last term of the identity zero, so aᴴS a is the squared distance from K a to the core span. At a normalised a, this value is an upper bound on the smallest eigenvalue of S.

In Lean, `hsplit` is the decomposition, `generalize` introduces d, and `h1` and `h2` remove the cross terms.

```lean
/-- For orthonormal core states, the squared distance from the wave `K a` to the core
vector `C b` is the overlap form at `a` plus the squared deviation of `b` from the core
components of `K a`. -/
theorem distance_to_core [DecidableEq c] {C : Matrix n c ℂ} (hC : Cᴴ * C = 1)
    (K : Matrix n k ℂ) (a : k → ℂ) (b : c → ℂ) :
    star (K *ᵥ a - C *ᵥ b) ⬝ᵥ (K *ᵥ a - C *ᵥ b) =
      star a ⬝ᵥ (opwOverlap C K *ᵥ a) +
        star (b - (Cᴴ * K) *ᵥ a) ⬝ᵥ (b - (Cᴴ * K) *ᵥ a) := by
  have h1 := core_orthogonal hC K
  have h2 : (opw C K)ᴴ * C = 0 := by
    have h := congrArg Matrix.conjTranspose h1
    rwa [conjTranspose_mul, conjTranspose_conjTranspose, conjTranspose_zero] at h
  -- split the difference into a core-orthogonal part and a core part
  have hsplit : K *ᵥ a - C *ᵥ b =
      opw C K *ᵥ a - C *ᵥ (b - (Cᴴ * K) *ᵥ a) := by
    rw [opw, Matrix.sub_mulVec, Matrix.mulVec_sub, Matrix.mulVec_mulVec]
    abel
  rw [hsplit]
  generalize b - (Cᴴ * K) *ᵥ a = d
  -- the cross terms vanish by core orthogonality
  simp only [star_sub, sub_dotProduct, dotProduct_sub, Matrix.star_mulVec,
    ← Matrix.dotProduct_mulVec, Matrix.mulVec_mulVec, h1, h2, hC,
    gram_eq_opwOverlap hC, Matrix.zero_mulVec, dotProduct_zero, Matrix.one_mulVec]
  ring
```

## (f) Too many waves for the space

Write |n|, |c| and |k| for the dimension of the space, the number of core states and the number of waves. Show that

|n| < |c| + |k| ⇒ det S = 0.

**Solution.** The linear map (a, b) ↦ K a + C b goes from dimension |k| + |c| to the smaller dimension |n|, so some (a, b) ≠ 0 is sent to zero. Then K a = C(−b). If a were zero, C b = 0 would give b = CᴴC b = 0, a contradiction. So a ≠ 0, and (d) applies.

Lean argues by contradiction: if no such a existed, the map would be injective (`hinj`), and `omega` refutes the resulting inequality between dimensions.

```lean
/-- For orthonormal core states, the overlap is singular whenever core states and plane
waves together outnumber the dimension of the space. -/
theorem singular_of_overcomplete [DecidableEq c] [DecidableEq k]
    {C : Matrix n c ℂ} (hC : Cᴴ * C = 1) (K : Matrix n k ℂ)
    (hcard : Fintype.card n < Fintype.card c + Fintype.card k) :
    (opwOverlap C K).det = 0 := by
  rw [(opwOverlap_posSemidef_and_singular_iff hC K).2]
  by_contra hno
  -- otherwise the joint expansion in plane waves and core states would be injective
  have hinj : Function.Injective (K.mulVecLin.coprod C.mulVecLin) := by
    rw [injective_iff_map_eq_zero]
    rintro ⟨a, b⟩ hab
    have hab' : K *ᵥ a + C *ᵥ b = 0 := hab
    have ha : a = 0 := by
      by_contra ha
      refine hno ⟨a, ha, -b, ?_⟩
      rw [Matrix.mulVec_neg]
      exact eq_neg_of_add_eq_zero_left hab'
    rw [ha, Matrix.mulVec_zero, zero_add] at hab'
    have hb : b = 0 := by
      rw [← Matrix.one_mulVec b, ← hC, ← Matrix.mulVec_mulVec, hab', Matrix.mulVec_zero]
    rw [ha, hb]
    rfl
  have hdim := LinearMap.finrank_le_finrank_of_injective hinj
  rw [Module.finrank_prod, Module.finrank_fintype_fun_eq_card,
    Module.finrank_fintype_fun_eq_card, Module.finrank_fintype_fun_eq_card] at hdim
  omega
```

## (g) One core state and one wave in two dimensions

Take C = (1, 0)ᵀ and K = (s, t)ᵀ. Show that

CᴴC = 1 and S = |t|².

**Solution.** The first equation is immediate. Since CᴴK = s,

S = |s|² + |t|² − |s|² = |t|².

For a nonzero wave scaled to unit norm, the value is |t|²/(|s|² + |t|²). At t = 0 the wave lies in the core span and S is singular, although |c| + |k| = |n|; the condition in (f) is sufficient but not necessary.

The code writes |t|² as `star t * t` and checks the single matrix entry.

```lean
/-- In two dimensions, take the first basis vector as the only core state and one wave with
components `s` and `t`: the core state is normalised and the overlap is `|t|²`. -/
theorem opwOverlap_witness (s t : ℂ) :
    (!![1; 0] : Matrix (Fin 2) (Fin 1) ℂ)ᴴ * (!![1; 0] : Matrix (Fin 2) (Fin 1) ℂ) = 1 ∧
      opwOverlap (!![1; 0] : Matrix (Fin 2) (Fin 1) ℂ) !![s; t] = !![star t * t] := by
  constructor
  · ext i j
    fin_cases i
    fin_cases j
    simp [Matrix.mul_apply, Fin.sum_univ_two]
  · ext i j
    fin_cases i
    fin_cases j
    simp [opwOverlap, Matrix.mul_apply, Fin.sum_univ_two]

end OrthogonalisedPlaneWaves
```

```lean
#print axioms OrthogonalisedPlaneWaves.opwOverlap_posSemidef_and_singular_iff
#print axioms OrthogonalisedPlaneWaves.distance_to_core
#print axioms OrthogonalisedPlaneWaves.singular_of_overcomplete
```

```
'OrthogonalisedPlaneWaves.opwOverlap_posSemidef_and_singular_iff' depends on axioms: [propext, Classical.choice, Quot.sound]
'OrthogonalisedPlaneWaves.distance_to_core' depends on axioms: [propext, Classical.choice, Quot.sound]
'OrthogonalisedPlaneWaves.singular_of_overcomplete' depends on axioms: [propext, Classical.choice, Quot.sound]
```
